# Conserved Wronskian and band slope in a Hermitian block chain with overlap

The chain is described here by a relation between three neighbouring cells, and not by a transfer matrix. The usual cell-to-cell transfer matrix is built with the inverse of the coupling block, which doesn't exist when some orbitals of a cell have no link to the next one. The three-cell relation allows any square coupling block.

Let $\psi_n$ be the vector of orbital amplitudes in cell $n$, with $n$ running over all integers. The equation is

$$K_1^\dagger\psi_{n-1}+K_0\psi_n+K_1\psi_{n+1}=0,\qquad K_0=K_0^\dagger .$$

In a basis of non-orthogonal orbitals the eigenvalue problem carries an overlap matrix $S$, so the blocks are $K_0=H_0-ES_0$ and $K_1=H_1-ES_1$ at a real energy $E$. For two solutions $\psi,\phi$, the Wronskian on the bond between cells $n$ and $n+1$,

$$W_n=\langle\psi_n,K_1\phi_{n+1}\rangle-\langle\psi_{n+1},K_1^\dagger\phi_n\rangle ,$$

doesn't depend on $n$. It vanishes between Bloch solutions with real $k,k'$ and $e^{ik}\neq e^{ik'}$. For a Bloch state $\psi_n=\phi_n=e^{ikn}u$ on a differentiable band it equals $-iE'(k)\langle u,S(k)u\rangle$, where $S(k)=S_0+e^{ik}S_1+e^{-ik}S_1^\dagger$.

## Sorting and normalising lead modes

A mode-matching transport code sorts the propagating modes of a lead by direction and scales them to unit flux. In a one-particle model with nearest-neighbour blocks, $iW$ of a mode with itself supplies both the sign and the scale, provided that $S(k)$ is positive definite, the band slope isn't zero and no other mode at that energy has the same phase factor. The coupling in $W$ must be $H_1-ES_1$: with $H_1$ alone, the flux misses the overlap between cells. Comparing $W_n$ on two bonds of the same uniform lead also gives a necessary check on a computed scattering state, because the step from one bond to the next uses the chain equation only in the cell between them.

## From the chain equation to the group velocity

**Constancy.** Pair the equation for $\phi$ with $\psi_n$, and the equation for $\psi$ with $\phi_n$:

$$\langle\psi_n,K_1^\dagger\phi_{n-1}\rangle+\langle\psi_n,K_0\phi_n\rangle+\langle\psi_n,K_1\phi_{n+1}\rangle=0,$$
$$\langle\psi_{n-1},K_1\phi_n\rangle+\langle\psi_n,K_0\phi_n\rangle+\langle\psi_{n+1},K_1^\dagger\phi_n\rangle=0.$$

The second line uses $K_0^\dagger=K_0$. Subtracting removes the $K_0$ terms and leaves $W_n-W_{n-1}=0$.

**Bloch waves.** Put $\psi_n=e^{ikn}u$. The left side of the chain equation becomes $e^{ikn}K(k)u$, with

$$K(k)=K_0+e^{ik}K_1+e^{-ik}K_1^\dagger ,$$

so the wave is a solution exactly when $K(k)u=0$. With $\phi_n=e^{ik'n}v$,

$$W_n=e^{in(k'-k)}\left(e^{ik'}\langle u,K_1v\rangle-e^{-ik}\langle u,K_1^\dagger v\rangle\right).$$

Hence $W_1=e^{i(k'-k)}W_0$. Constancy gives $W_1=W_0$, so $W_0=0$ if the phase factors differ.

**One wave.** For $k'=k$ and $v=u$ the bracket is $-i\langle u,K'(k)u\rangle$, where $K'(k)=ie^{ik}K_1-ie^{-ik}K_1^\dagger$.

**Band slope.** Let $H_0$ and $S_0$ be Hermitian, and define $H(q)=H_0+e^{iq}H_1+e^{-iq}H_1^\dagger$, with $S(q)$ built in the same way from $S_0$ and $S_1$. Let $H(q)u(q)=E(q)S(q)u(q)$ for all real $q$, with $E$ real and $E$ and $u$ differentiable at $k$. Then $\langle u(k),[H(q)-E(q)S(q)]u(q)\rangle=0$ for every $q$. Differentiating at $q=k$ gives

$$\langle u,K'(k)u\rangle-E'(k)\langle u,S(k)u\rangle+\langle u,K(k)u'\rangle=0,$$

where $K'(k)$ is taken at fixed energy $E(k)$. The last term is $\langle K(k)u,u'\rangle=0$, because $K(k)$ is Hermitian. Therefore $W=-iE'(k)\langle u,S(k)u\rangle$.

## A two-orbital chain with singular coupling

Take

$$K_0=\begin{pmatrix}-5&3\\3&-5\end{pmatrix},\quad K_1=\begin{pmatrix}0&0\\4&0\end{pmatrix},\quad k=\frac{\pi}{2},\quad u=\begin{pmatrix}5\\3+4i\end{pmatrix}.$$

Here $\det K_1=0$ and $e^{ik}=i$, so

$$K(k)=\begin{pmatrix}-5&3-4i\\3+4i&-5\end{pmatrix}.$$

The first row of $K(k)u$ is $-25+(3-4i)(3+4i)=0$, and the second is $5(3+4i)-5(3+4i)=0$. Next, $K'(k)=-K_1-K_1^\dagger$, which gives $\langle u,K'(k)u\rangle=-8\,\mathrm{Re}[5(3+4i)]=-120$ and $W=120i$.

Since $\langle u,u\rangle=50$, the normalised vector has $W=2.4i$. With $S=1$ and $E=5$, this chain has the band $E(k)=\sqrt{25+24\cos k}$, whose slope at $\pi/2$ is $-12/5=-2.4$, in agreement with $E'=iW$.

## The Lean file

```lean
import Mathlib

open Matrix
open Complex (I)

namespace BlockChainCurrent

noncomputable section

variable {m : Type*} [Fintype m]

/-- The block `H - E S` of a generalized eigenvalue problem at real energy `E`. -/
def pencil (H S : Matrix m m ℂ) (E : ℝ) : Matrix m m ℂ := H - (E : ℂ) • S

/-- The state `ψ` solves the block chain with on-site block `K0` and coupling `K1`. -/
def IsSolution (K0 K1 : Matrix m m ℂ) (ψ : ℤ → m → ℂ) : Prop :=
  ∀ n, K1ᴴ *ᵥ ψ (n - 1) + K0 *ᵥ ψ n + K1 *ᵥ ψ (n + 1) = 0

/-- The sesquilinear Wronskian of two states on the bond between cells `n` and `n + 1`. -/
def wronskian (K1 : Matrix m m ℂ) (ψ φ : ℤ → m → ℂ) (n : ℤ) : ℂ :=
  star (ψ n) ⬝ᵥ K1 *ᵥ φ (n + 1) - star (ψ (n + 1)) ⬝ᵥ K1ᴴ *ᵥ φ n

/-- The Bloch wave `exp(ikn) u` with real wave number `k`. -/
def bloch (k : ℝ) (u : m → ℂ) (n : ℤ) : m → ℂ := Complex.exp (n * (k * I)) • u

/-- The Bloch matrix `K(k) = K0 + exp(ik) K1 + exp(-ik) K1ᴴ`. -/
def blochMatrix (K0 K1 : Matrix m m ℂ) (k : ℝ) : Matrix m m ℂ :=
  K0 + Complex.exp (k * I) • K1 + Complex.exp (-(k * I)) • K1ᴴ

/-- The matrix `K'(k) = i exp(ik) K1 - i exp(-ik) K1ᴴ`. -/
def blochDeriv (K1 : Matrix m m ℂ) (k : ℝ) : Matrix m m ℂ :=
  (I * Complex.exp (k * I)) • K1 - (I * Complex.exp (-(k * I))) • K1ᴴ

/-- For a Hermitian on-site block, the Wronskian of two solutions of the block chain is the same on
every bond. -/
theorem wronskian_const {K0 K1 : Matrix m m ℂ} (hK0 : K0.IsHermitian)
    {ψ φ : ℤ → m → ℂ} (hψ : IsSolution K0 K1 ψ) (hφ : IsSolution K0 K1 φ) (n : ℤ) :
    wronskian K1 ψ φ n = wronskian K1 ψ φ 0 := by
  have step : ∀ n, wronskian K1 ψ φ n = wronskian K1 ψ φ (n - 1) := by
    intro n
    have adj : ∀ (A : Matrix m m ℂ) (x y : m → ℂ),
        star (A *ᵥ x) ⬝ᵥ y = star x ⬝ᵥ Aᴴ *ᵥ y := by
      intro A x y
      rw [Matrix.star_mulVec, Matrix.dotProduct_mulVec]
    -- pair each chain equation with the other solution
    have a := congrArg (fun x => star (ψ n) ⬝ᵥ x) (hφ n)
    have b := congrArg (fun x => star x ⬝ᵥ φ n) (hψ n)
    simp only [dotProduct_add, dotProduct_zero] at a
    simp only [star_add, add_dotProduct, star_zero, zero_dotProduct, adj,
      conjTranspose_conjTranspose, hK0.eq] at b
    simp only [wronskian, sub_add_cancel]
    linear_combination a - b
  induction n using Int.induction_on with
  | zero => rfl
  | succ i ih => rw [step, add_sub_cancel_right, ih]
  | pred i ih => rw [← step, ih]

/-- A Bloch wave solves the block chain exactly when `K(k) u = 0`. -/
theorem isSolution_bloch_iff (K0 K1 : Matrix m m ℂ) (k : ℝ) (u : m → ℂ) :
    IsSolution K0 K1 (bloch k u) ↔ blochMatrix K0 K1 k *ᵥ u = 0 := by
  have res : ∀ n : ℤ, K1ᴴ *ᵥ bloch k u (n - 1) + K0 *ᵥ bloch k u n + K1 *ᵥ bloch k u (n + 1)
      = Complex.exp (n * (k * I)) • (blochMatrix K0 K1 k *ᵥ u) := by
    intro n
    have e1 : Complex.exp (((n - 1 : ℤ) : ℂ) * (k * I))
        = Complex.exp (n * (k * I)) * Complex.exp (-(k * I)) := by
      rw [← Complex.exp_add]; congr 1; push_cast; ring
    have e2 : Complex.exp (((n + 1 : ℤ) : ℂ) * (k * I))
        = Complex.exp (n * (k * I)) * Complex.exp (k * I) := by
      rw [← Complex.exp_add]; congr 1; push_cast; ring
    simp only [bloch, e1, e2, blochMatrix, Matrix.mulVec_smul, Matrix.add_mulVec,
      Matrix.smul_mulVec]
    module
  constructor
  · intro h
    exact (smul_eq_zero.mp ((res 0).symm.trans (h 0))).resolve_left (Complex.exp_ne_zero _)
  · intro h n
    rw [res n, h, smul_zero]

/-- The Wronskian of two Bloch waves depends on the cell only through `exp(i(k'-k)n)`. -/
theorem wronskian_bloch (K1 : Matrix m m ℂ) (k k' : ℝ) (u v : m → ℂ) (n : ℤ) :
    wronskian K1 (bloch k u) (bloch k' v) n = Complex.exp (n * ((k' - k) * I)) *
      (Complex.exp (k' * I) * (star u ⬝ᵥ K1 *ᵥ v)
        - Complex.exp (-(k * I)) * (star u ⬝ᵥ K1ᴴ *ᵥ v)) := by
  have c : ∀ n : ℤ, star (Complex.exp (n * (k * I))) = Complex.exp (-(n * (k * I))) := by
    intro n
    rw [Complex.star_def, ← Complex.exp_conj]
    simp
  have e1 : Complex.exp (-(n * (k * I))) * Complex.exp (((n + 1 : ℤ) : ℂ) * (k' * I))
      = Complex.exp (n * ((k' - k) * I)) * Complex.exp (k' * I) := by
    rw [← Complex.exp_add, ← Complex.exp_add]; congr 1; push_cast; ring
  have e2 : Complex.exp (-(((n + 1 : ℤ) : ℂ) * (k * I))) * Complex.exp (n * (k' * I))
      = Complex.exp (n * ((k' - k) * I)) * Complex.exp (-(k * I)) := by
    rw [← Complex.exp_add, ← Complex.exp_add]; congr 1; push_cast; ring
  simp only [wronskian, bloch, star_smul, c, smul_dotProduct, Matrix.mulVec_smul,
    dotProduct_smul, smul_eq_mul]
  linear_combination (star u ⬝ᵥ K1 *ᵥ v) * e1 - (star u ⬝ᵥ K1ᴴ *ᵥ v) * e2

/-- For a Hermitian on-site block, the Wronskian of two Bloch solutions with different phase factors
vanishes. -/
theorem wronskian_bloch_eq_zero {K0 K1 : Matrix m m ℂ} (hK0 : K0.IsHermitian)
    {k k' : ℝ} {u v : m → ℂ} (hu : IsSolution K0 K1 (bloch k u))
    (hv : IsSolution K0 K1 (bloch k' v))
    (hk : Complex.exp (k * I) ≠ Complex.exp (k' * I)) (n : ℤ) :
    wronskian K1 (bloch k u) (bloch k' v) n = 0 := by
  have h := wronskian_const hK0 hu hv 1
  rw [wronskian_const hK0 hu hv n]
  have h1 : wronskian K1 (bloch k u) (bloch k' v) 1
      = Complex.exp ((k' - k) * I) * wronskian K1 (bloch k u) (bloch k' v) 0 := by
    rw [wronskian_bloch, wronskian_bloch]
    simp
  -- one lattice translation multiplies the conserved quantity by a factor other than one
  have hne : Complex.exp ((k' - k) * I) - 1 ≠ 0 := by
    intro h0
    apply hk
    have e : Complex.exp (k' * I) = Complex.exp ((k' - k) * I) * Complex.exp (k * I) := by
      rw [← Complex.exp_add]; congr 1; ring
    rw [e, sub_eq_zero.mp h0, one_mul]
  refine (mul_eq_zero.mp ?_).resolve_left hne
  linear_combination h - h1

/-- The Wronskian of a Bloch wave with itself is `-i⟨u, K'(k) u⟩`. -/
theorem wronskian_bloch_self (K1 : Matrix m m ℂ) (k : ℝ) (u : m → ℂ) (n : ℤ) :
    wronskian K1 (bloch k u) (bloch k u) n = -I * (star u ⬝ᵥ blochDeriv K1 k *ᵥ u) := by
  rw [wronskian_bloch]
  simp only [sub_self, zero_mul, mul_zero, Complex.exp_zero, one_mul, blochDeriv,
    Matrix.sub_mulVec, Matrix.smul_mulVec, dotProduct_sub, dotProduct_smul, smul_eq_mul]
  linear_combination (Complex.exp (k * I) * (star u ⬝ᵥ K1 *ᵥ u)
    - Complex.exp (-(k * I)) * (star u ⬝ᵥ K1ᴴ *ᵥ u)) * Complex.I_mul_I

omit [Fintype m] in
/-- Each entry of `K'(k)` is the derivative of that entry of the Bloch matrix `K(k)`. -/
theorem hasDerivAt_blochMatrix (K0 K1 : Matrix m m ℂ) (k : ℝ) (i j : m) :
    HasDerivAt (fun q : ℝ => blochMatrix K0 K1 q i j) (blochDeriv K1 k i j) k := by
  have h : HasDerivAt (fun q : ℝ => (q : ℂ) * I) I k :=
    ((hasDerivAt_id k).ofReal_comp.mul_const I).congr_deriv (by simp)
  have h2 := ((hasDerivAt_const k (K0 i j)).fun_add (h.cexp.mul_const (K1 i j))).fun_add
    (h.fun_neg.cexp.mul_const (K1ᴴ i j))
  simp only [blochMatrix, Matrix.add_apply, Matrix.smul_apply, smul_eq_mul]
  refine h2.congr_deriv ?_
  simp only [blochDeriv, Matrix.sub_apply, Matrix.smul_apply, smul_eq_mul]
  ring

omit [Fintype m] in
/-- For a Hermitian on-site block the Bloch matrix is Hermitian at every real `k`. -/
theorem blochMatrix_isHermitian {K0 : Matrix m m ℂ} (hK0 : K0.IsHermitian)
    (K1 : Matrix m m ℂ) (k : ℝ) : (blochMatrix K0 K1 k).IsHermitian := by
  have c1 : star (Complex.exp (k * I)) = Complex.exp (-(k * I)) := by
    rw [Complex.star_def, ← Complex.exp_conj]
    simp
  have c2 : star (Complex.exp (-(k * I))) = Complex.exp (k * I) := by
    rw [← c1, star_star]
  unfold Matrix.IsHermitian
  simp only [blochMatrix, conjTranspose_add, conjTranspose_smul, c1, c2, hK0.eq,
    conjTranspose_conjTranspose]
  abel

/-- Let `H0` and `S0` be Hermitian. On a band of `H(k) u = E S(k) u` with `E` and `u` differentiable
at `k`, the Wronskian of the Bloch state at `k` with itself is `-i` times the band slope times the
overlap norm `⟨u, S(k) u⟩`. -/
theorem wronskian_eq_band_slope {H0 S0 : Matrix m m ℂ} (hH : H0.IsHermitian)
    (hS : S0.IsHermitian) (H1 S1 : Matrix m m ℂ) {E : ℝ → ℝ} {u : ℝ → m → ℂ}
    {k E' : ℝ} {u' : m → ℂ} (hE : HasDerivAt E E' k) (hu : HasDerivAt u u' k)
    (band : ∀ q, blochMatrix H0 H1 q *ᵥ u q = (E q : ℂ) • (blochMatrix S0 S1 q *ᵥ u q))
    (n : ℤ) :
    wronskian (pencil H1 S1 (E k)) (bloch k (u k)) (bloch k (u k)) n
      = -I * (E' * (star (u k) ⬝ᵥ blochMatrix S0 S1 k *ᵥ u k)) := by
  let K : ℝ → Matrix m m ℂ := fun q => blochMatrix H0 H1 q - (E q : ℂ) • blochMatrix S0 S1 q
  let D : Matrix m m ℂ := blochDeriv (pencil H1 S1 (E k)) k - (E' : ℂ) • blochMatrix S0 S1 k
  have hz : ∀ q, K q *ᵥ u q = 0 := by
    intro q
    simp only [K, Matrix.sub_mulVec, Matrix.smul_mulVec, band q, sub_self]
  have hD : ∀ i j, HasDerivAt (fun q => K q i j) (D i j) k := by
    intro i j
    refine ((hasDerivAt_blochMatrix H0 H1 k i j).fun_sub
      (hE.ofReal_comp.fun_mul (hasDerivAt_blochMatrix S0 S1 k i j))).congr_deriv ?_
    simp [D, blochDeriv, pencil]
    ring
  -- differentiate the vanishing form `⟨u(k), K(q) u(q)⟩` at `q = k`
  have hf : HasDerivAt (fun q => star (u k) ⬝ᵥ K q *ᵥ u q)
      (star (u k) ⬝ᵥ D *ᵥ u k + star (u k) ⬝ᵥ K k *ᵥ u') k := by
    have h := HasDerivAt.fun_sum (u := Finset.univ) fun i _ =>
      (HasDerivAt.fun_sum (u := Finset.univ) fun j _ =>
        (hD i j).fun_mul (hasDerivAt_pi.mp hu j)).const_mul (star (u k) i)
    refine h.congr_deriv ?_
    simp only [dotProduct, Matrix.mulVec, Finset.sum_add_distrib, mul_add]
  simp only [hz, dotProduct_zero] at hf
  have h0 := hf.unique (hasDerivAt_const k (0 : ℂ))
  -- the change of the Bloch vector drops out because `K(k)` is Hermitian
  have hK : (K k)ᴴ = K k := by
    simp only [K, conjTranspose_sub, conjTranspose_smul, Complex.star_def, Complex.conj_ofReal,
      (blochMatrix_isHermitian hH H1 k).eq, (blochMatrix_isHermitian hS S1 k).eq]
  have hl : star (u k) ᵥ* K k = 0 := by
    have h := congrArg star (hz k)
    rwa [Matrix.star_mulVec, hK, star_zero] at h
  rw [Matrix.dotProduct_mulVec _ (K k), hl, zero_dotProduct, add_zero] at h0
  simp only [D, Matrix.sub_mulVec, Matrix.smul_mulVec, dotProduct_sub, dotProduct_smul,
    smul_eq_mul] at h0
  rw [wronskian_bloch_self, sub_eq_zero.mp h0]

/-- A two-orbital chain with singular coupling has a Bloch solution at `k = π/2` whose
Wronskian with itself is `120 i` on every bond. -/
theorem dimer_chain_witness :
    (!![-5, 3; 3, -5] : Matrix (Fin 2) (Fin 2) ℂ).IsHermitian ∧
    (!![0, 0; 4, 0] : Matrix (Fin 2) (Fin 2) ℂ).det = 0 ∧
    IsSolution !![-5, 3; 3, -5] !![0, 0; 4, 0] (bloch (Real.pi / 2) ![5, 3 + 4 * I]) ∧
    ∀ n, wronskian !![0, 0; 4, 0] (bloch (Real.pi / 2) ![5, 3 + 4 * I])
      (bloch (Real.pi / 2) ![5, 3 + 4 * I]) n = 120 * I := by
  have e1 : Complex.exp (((Real.pi / 2 : ℝ) : ℂ) * I) = I := by
    rw [Complex.exp_mul_I, ← Complex.ofReal_cos, ← Complex.ofReal_sin,
      Real.cos_pi_div_two, Real.sin_pi_div_two]
    simp
  have e2 : Complex.exp (-(((Real.pi / 2 : ℝ) : ℂ) * I)) = -I := by
    rw [Complex.exp_neg, e1, Complex.inv_I]
  refine ⟨?_, ?_, ?_, ?_⟩
  · ext i j
    fin_cases i <;> fin_cases j <;> simp
  · simp [Matrix.det_fin_two]
  · rw [isSolution_bloch_iff]
    simp only [blochMatrix, e1, e2]
    ext i
    fin_cases i <;> apply Complex.ext <;>
      simp [Matrix.mulVec, dotProduct, Fin.sum_univ_two] <;> norm_num
  · intro n
    rw [wronskian_bloch_self]
    simp only [blochDeriv, e1, e2]
    apply Complex.ext <;> simp [Matrix.mulVec, dotProduct, Fin.sum_univ_two] <;> norm_num

end

end BlockChainCurrent
```

```lean
#print axioms BlockChainCurrent.wronskian_bloch_eq_zero
#print axioms BlockChainCurrent.wronskian_eq_band_slope
```

```
'BlockChainCurrent.wronskian_bloch_eq_zero' depends on axioms: [propext, Classical.choice, Quot.sound]
'BlockChainCurrent.wronskian_eq_band_slope' depends on axioms: [propext, Classical.choice, Quot.sound]
```

## How the proof follows the derivation

In `wronskian_const`, the hypotheses `a` and `b` are the two paired equations. The local fact `adj` moves a matrix across the inner product, and `hK0.eq` replaces $K_0^\dagger$ by $K_0$. Induction over the integers, upwards and downwards, carries the one-bond step to every $n$.

The proof turns on `linear_combination a - b`. This tactic subtracts the stated combination of equations from the goal and asks `ring` to confirm that nothing remains. To `ring`, each inner product is an opaque number, so the same product must be written identically wherever it occurs. The preceding `simp only` calls see to that: they expand the sums, remove double adjoints and turn `n - 1 + 1` into `n`. What is left is the subtraction done by hand above.

`isSolution_bloch_iff` factors out the phase, which is never zero. `wronskian_bloch` collects the exponentials, and `wronskian_bloch_eq_zero` compares bonds 0 and 1. `wronskian_bloch_self` sets the two waves equal, while `hasDerivAt_blochMatrix` shows that `blochDeriv` really is the entrywise derivative of `blochMatrix`.

In `wronskian_eq_band_slope`, `hf` is the product rule for the form that vanishes at every $q$. The same function is constant, so `HasDerivAt.unique` equates the product-rule expression with zero. `blochMatrix_isHermitian` then supplies what is needed to remove the $u'$ term. `dimer_chain_witness` checks the two-orbital example.

## What is guaranteed, and for which chains

A state is a function `ℤ → m → ℂ`, where `m` is the finite set of orbitals in a cell, and `IsSolution` demands the equation in every cell. The inner product `star x ⬝ᵥ y` is conjugate-linear in its first argument. The wave number is the phase per cell, so for lattice constant $a$ the group velocity is $aE'/\hbar$. The file defines no current operator; reading $iW/\hbar$ as the particle current is the physical interpretation.

- **Hermitian $K_0$ and real energy.** These stand for a chain without absorption or gain. Adding a small imaginary part to $E$, as many Green's function codes do, generally makes $W_n$ drift from bond to bond.
- **Evanescent solutions.** Constancy covers them, since it holds for any two solutions. The Bloch statements are for real $k$ only.
- **Degenerate modes.** Two modes with the same phase factor can have a nonzero mutual Wronskian, so a code must treat them together.
- **Smooth bands.** Differentiability of $E$ and $u$ at $k$ is assumed. At a band crossing, it requires following a smooth branch.
- **Overlap.** The slope theorem assumes that $H_0$ and $S_0$ are Hermitian, but not that $S(k)$ is positive. Positivity enters when the sign of $iW$ is used to assign a direction.
- **Range and periodicity.** Blocks couple only to nearest neighbours and are the same in every cell. Longer-ranged coupling of finite extent must first be grouped into larger cells.
